# To first order, the nucleus of a ground-state one-electron ion feels 1 − 1/Z of a static uniform field

Place a hydrogen atom with its nucleus held fixed in a weak, static, uniform electric field. The field pulls the proton one way and the electron cloud the other. The displaced cloud then makes its own field at the proton, opposed to the applied one. How much of the applied field is left there, and what changes when the nuclear charge is $Z$ instead of 1?

## The residual field and its hydrogen value

Atomic units are used throughout. The unperturbed orbital is $\psi_0=\sqrt{Z^3/\pi}\,e^{-Zr}$, with $r$ the distance from the nucleus and $\theta$ the angle from the field direction. To first order in the field strength, the electron contributes $-1/Z$ per unit applied field, so that

$$
\text{total field at the nucleus per unit applied field}=1-\frac1Z .
$$

This vanishes exactly when $Z=1$. For hydrogen the first-order change of the orbital per unit field is $-\pi^{-1/2}\,w(r)\cos\theta$ with $w(r)=(r+r^2/2)e^{-r}$, and the cancellation reads

$$
\frac83\int_0^\infty e^{-r}w(r)\,dr=1 .
$$

## A reference value for Hellmann-Feynman forces

By the Hellmann-Feynman theorem, the force on a clamped nucleus is its charge times the electric field there. Here that gives $Z(1-1/Z)=Z-1$ per unit applied field, which is the net charge of the ion. A linear-response or finite-field code can be compared with this number for a non-relativistic ion with one electron and a point nucleus.

The comparison concerns the electrostatic force evaluated from the response density. In an incomplete atom-centred basis, this can differ from the derivative of the computed energy, which also contains basis-set (Pulay) terms. With a pseudopotential, the force on the ion is not given by the bare Coulomb field used here.

## From the response equation to the field

For a unit field along $z$, the electron's perturbation energy is $+z=r\cos\theta$. The first-order energy is zero by parity. Write the first-order orbital as $\psi_1=-\sqrt{Z^3/\pi}\,w(r)\cos\theta$. The equation $(H_0-E_0)\psi_1=-r\cos\theta\,\psi_0$, with $E_0=-Z^2/2$, becomes

$$
-\frac12\left(w''+\frac{2w'}r-\frac{2w}{r^2}\right)-\frac{Zw}r+\frac{Z^2w}2=re^{-Zr}.
$$

The change in electron number density is $2\psi_0\psi_1$. An electron at $(r,\theta)$ produces the field component $\cos\theta/r^2$ at the nucleus. The volume factor $r^2$ cancels the Coulomb denominator, leaving

$$
F_{\rm el}=-\frac{2Z^3}{\pi}\,2\pi\int_0^\pi\cos^2\theta\sin\theta\,d\theta
\int_0^\infty e^{-Zr}w\,dr .
$$

An antiderivative of the angular integrand is $-\cos^3\theta/3$, so the angular integral is $2/3$ and

$$
F_{\rm el}=-\frac{8Z^3}{3}\int_0^\infty e^{-Zr}w\,dr .
$$

The remaining integral can be found without solving for $w$. Define the radial flux

$$
J(r)=\frac{r^2e^{-Zr}(w'+Zw)}2 .
$$

The product rule gives

$$
J'=\frac{e^{-Zr}}2\left(r^2w''+2rw'+2Zrw-Z^2r^2w\right).
$$

Multiplying the response equation by $r^2$ and rearranging shows that half the bracket equals $w-r^3e^{-Zr}$. Therefore

$$
J'=e^{-Zr}w-r^3e^{-2Zr}.
$$

For a regular, decaying response, $J$ tends to zero at both ends. Integration gives

$$
\int_0^\infty e^{-Zr}w\,dr=\int_0^\infty r^3e^{-2Zr}\,dr
=\frac{3!}{(2Z)^4}=\frac3{8Z^4},
$$

and hence $F_{\rm el}=-1/Z$. The total $1-1/Z$ is zero if and only if $Z=1$.

An explicit response exists for every $Z>0$:

$$
w=\left(\frac r{Z^2}+\frac{r^2}{2Z}\right)e^{-Zr},\qquad
w'=\left(\frac1{Z^2}-\frac{r^2}2\right)e^{-Zr},
$$
$$
w''=\left(-r-\frac1Z+\frac{Zr^2}2\right)e^{-Zr}.
$$

After division by $e^{-Zr}$, the kinetic term, including the centrifugal part, is $r+1/Z-Zr^2/4$. The Coulomb term is $-1/Z-r/2$, and the energy term is $r/2+Zr^2/4$. Their sum is $r$, as required. At $Z=1$ the overlap integral is $1/4+1/8=3/8$, which gives the hydrogen identity directly.

## The Lean file

```lean
import Mathlib

open MeasureTheory Set Filter Topology

namespace NuclearFieldShielding

noncomputable section

/-- The radial flux between a p-wave response `w`, with derivative `w₁`, and the
orbital `exp (-Z r)`. -/
def flux (Z : ℝ) (w w₁ : ℝ → ℝ) (r : ℝ) : ℝ :=
  r ^ 2 * (Real.exp (-Z * r) * (w₁ r + Z * w r)) / 2

/-- A radial first-order response `w` of a one-electron ion of nuclear charge `Z` to a unit
uniform field, in atomic units; `w₁` and `w₂` are its first and second derivatives. -/
structure IsFieldResponse (Z : ℝ) (w w₁ w₂ : ℝ → ℝ) : Prop where
  hasDeriv : ∀ r, 0 < r → HasDerivAt w (w₁ r) r
  hasDeriv₂ : ∀ r, 0 < r → HasDerivAt w₁ (w₂ r) r
  equation : ∀ r, 0 < r →
    -(w₂ r + 2 * w₁ r / r - 2 * w r / r ^ 2) / 2 - Z * w r / r + Z ^ 2 * w r / 2
      = r * Real.exp (-Z * r)
  integrable : IntegrableOn (fun r => Real.exp (-Z * r) * w r) (Ioi 0)
  flux_origin : Tendsto (flux Z w w₁) (𝓝[>] 0) (𝓝 0)
  flux_infinity : Tendsto (flux Z w w₁) atTop (𝓝 0)

/-- The first-order field at the nucleus made by the electron, along the applied unit field,
when the first-order orbital is `-w(r) cos θ` times the 1s normalization. The volume factor
`r ^ 2` has cancelled the Coulomb factor `1 / r ^ 2`. -/
def electronField (Z : ℝ) (w : ℝ → ℝ) : ℝ :=
  -(2 * (Z ^ 3 / Real.pi)
    * (2 * Real.pi * ∫ θ in (0 : ℝ)..Real.pi, Real.cos θ ^ 2 * Real.sin θ)
    * ∫ r in Ioi (0 : ℝ), Real.exp (-Z * r) * w r)

/-- The radial response `(r / Z² + r² / (2 Z)) exp (-Z r)`. -/
def hydrogenicResponse (Z r : ℝ) : ℝ :=
  (r / Z ^ 2 + r ^ 2 / (2 * Z)) * Real.exp (-Z * r)

/-- The angular integration reduces the electronic field at the nucleus to a radial integral
with prefactor `8 Z³ / 3`. -/
theorem electronField_eq (Z : ℝ) (w : ℝ → ℝ) :
    electronField Z w = -(8 * Z ^ 3 / 3 * ∫ r in Ioi (0 : ℝ), Real.exp (-Z * r) * w r) := by
  have hang : ∫ θ in (0 : ℝ)..Real.pi, Real.cos θ ^ 2 * Real.sin θ = 2 / 3 := by
    have hd : ∀ θ ∈ uIcc (0 : ℝ) Real.pi,
        HasDerivAt (fun t => (-1 / 3 : ℝ) * Real.cos t ^ 3)
          (Real.cos θ ^ 2 * Real.sin θ) θ := by
      intro θ _
      refine (((Real.hasDerivAt_cos θ).fun_pow 3).const_mul (-1 / 3 : ℝ)).congr_deriv ?_
      simp only [Nat.cast_ofNat, Nat.reduceSub]
      ring
    have hc : Continuous (fun θ : ℝ => Real.cos θ ^ 2 * Real.sin θ) := by fun_prop
    rw [intervalIntegral.integral_eq_sub_of_hasDerivAt hd (hc.intervalIntegrable _ _)]
    simp only [Real.cos_pi, Real.cos_zero]
    norm_num
  have hpi : Real.pi ≠ 0 := Real.pi_ne_zero
  have hpre : 2 * (Z ^ 3 / Real.pi) * (2 * Real.pi * (2 / 3)) = 8 * Z ^ 3 / 3 := by
    field_simp
    ring
  rw [electronField, hang, hpre]

/-- Every natural-number power of the radius times a decaying exponential is integrable over `r >
0`. -/
theorem integrable_moment (n : ℕ) {a : ℝ} (ha : 0 < a) :
    IntegrableOn (fun r : ℝ => r ^ n * Real.exp (-a * r)) (Ioi 0) := by
  have hn : (-1 : ℝ) < (n : ℝ) := by
    have : (0 : ℝ) ≤ (n : ℝ) := n.cast_nonneg
    linarith
  have h := integrableOn_rpow_mul_exp_neg_mul_rpow (p := 1) hn one_pos ha
  simpa only [Real.rpow_natCast, Real.rpow_one] using h

/-- The third radial moment of a decaying exponential is `6 / a⁴`. -/
theorem third_moment {a : ℝ} (ha : 0 < a) :
    ∫ r in Ioi (0 : ℝ), r ^ 3 * Real.exp (-a * r) = 6 / a ^ 4 := by
  have h := Real.integral_rpow_mul_exp_neg_mul_Ioi (a := ((4 : ℕ) : ℝ)) (by norm_num) ha
  have h3 : ((4 : ℕ) : ℝ) - 1 = ((3 : ℕ) : ℝ) := by norm_num
  have hG : Real.Gamma ((4 : ℕ) : ℝ) = 6 := by
    have h4 : ((4 : ℕ) : ℝ) = ((3 : ℕ) : ℝ) + 1 := by norm_num
    rw [h4, Real.Gamma_nat_eq_factorial]
    norm_num [Nat.factorial]
  rw [h3, hG] at h
  simp only [Real.rpow_natCast] at h
  simp only [neg_mul]
  rw [h, one_div, inv_pow]
  ring

/-- The exponential `exp (-(2 Z) r)` is the product of two factors `exp (-Z r)`. -/
theorem exp_double (Z r : ℝ) :
    Real.exp (-(2 * Z) * r) = Real.exp (-Z * r) * Real.exp (-Z * r) := by
  rw [← Real.exp_add]
  congr 1
  ring

/-- The derivative of the flux is the Coulomb-field overlap density minus the
applied-field source density. -/
theorem hasDerivAt_flux {Z : ℝ} {w w₁ w₂ : ℝ → ℝ} (h : IsFieldResponse Z w w₁ w₂)
    {r : ℝ} (hr : 0 < r) :
    HasDerivAt (flux Z w w₁)
      (Real.exp (-Z * r) * w r - r ^ 3 * Real.exp (-(2 * Z) * r)) r := by
  have hE : HasDerivAt (fun x : ℝ => Real.exp (-Z * x)) (Real.exp (-Z * r) * (-Z)) r := by
    simpa using ((hasDerivAt_id' r).const_mul (-Z)).exp
  have hsq : HasDerivAt (fun x : ℝ => x ^ 2) (2 * r) r := by
    simpa using hasDerivAt_pow 2 r
  have hd := (hsq.fun_mul (hE.fun_mul
    ((h.hasDeriv₂ r hr).fun_add ((h.hasDeriv r hr).const_mul Z)))).div_const 2
  refine hd.congr_deriv ?_
  -- multiply the response equation by r²
  have hr0 : r ≠ 0 := hr.ne'
  have e1 := congrArg (fun t => r ^ 2 * t) (h.equation r hr)
  have e2 : r ^ 2 * (-(w₂ r + 2 * w₁ r / r - 2 * w r / r ^ 2) / 2 - Z * w r / r
      + Z ^ 2 * w r / 2) = -(r ^ 2 * w₂ r + 2 * r * w₁ r - 2 * w r) / 2 - Z * r * w r
      + Z ^ 2 * r ^ 2 * w r / 2 := by
    field_simp
  have e3 := e2.symm.trans e1
  rw [exp_double]
  linear_combination (-Real.exp (-Z * r)) * e3

/-- Every first-order response of a one-electron ion to a unit uniform field makes the
electronic field `-1 / Z` at the nucleus. -/
theorem electronField_of_response {Z : ℝ} (hZ : 0 < Z) {w w₁ w₂ : ℝ → ℝ}
    (h : IsFieldResponse Z w w₁ w₂) : electronField Z w = -(1 / Z) := by
  have h2 : 0 < 2 * Z := by positivity
  have h0 : flux Z w w₁ 0 = 0 := by simp [flux]
  have hc : ContinuousWithinAt (flux Z w w₁) (Ioi 0) 0 := by
    rw [ContinuousWithinAt, h0]
    exact h.flux_origin
  -- integrate the flux identity; both boundary terms vanish
  have hI := integral_Ioi_of_hasDerivAt_of_tendsto (continuousWithinAt_Ioi_iff_Ici.mp hc)
    (fun r hr => hasDerivAt_flux h hr)
    (h.integrable.sub (integrable_moment 3 h2)) h.flux_infinity
  rw [integral_sub h.integrable (integrable_moment 3 h2), third_moment h2, h0] at hI
  have hJ : ∫ r in Ioi (0 : ℝ), Real.exp (-Z * r) * w r = 6 / (2 * Z) ^ 4 := by linarith
  rw [electronField_eq, hJ]
  field_simp
  norm_num

/-- The applied unit field and the electronic field cancel at the nucleus exactly when the
nuclear charge is one. -/
theorem total_field_eq_zero_iff {Z : ℝ} (hZ : 0 < Z) {w w₁ w₂ : ℝ → ℝ}
    (h : IsFieldResponse Z w w₁ w₂) : 1 + electronField Z w = 0 ↔ Z = 1 := by
  rw [electronField_of_response hZ h]
  constructor
  · intro hz
    have h1 : 1 / Z = 1 := by linarith
    have h2 := (div_eq_iff hZ.ne').mp h1
    linarith
  · rintro rfl
    norm_num

/-- For every positive nuclear charge, `hydrogenicResponse Z` is a first-order response to a
unit uniform field. -/
theorem hydrogenicResponse_witness {Z : ℝ} (hZ : 0 < Z) :
    IsFieldResponse Z (hydrogenicResponse Z)
      (fun r => (1 / Z ^ 2 - r ^ 2 / 2) * Real.exp (-Z * r))
      (fun r => (-r - 1 / Z + Z * r ^ 2 / 2) * Real.exp (-Z * r)) := by
  have hZ0 : Z ≠ 0 := hZ.ne'
  have h2 : 0 < 2 * Z := by positivity
  have hE : ∀ r : ℝ, HasDerivAt (fun x : ℝ => Real.exp (-Z * x))
      (Real.exp (-Z * r) * (-Z)) r := fun r => by
    simpa using ((hasDerivAt_id' r).const_mul (-Z)).exp
  have hsq : ∀ r : ℝ, HasDerivAt (fun x : ℝ => x ^ 2) (2 * r) r := fun r => by
    simpa using hasDerivAt_pow 2 r
  have hflux : flux Z (hydrogenicResponse Z)
      (fun r => (1 / Z ^ 2 - r ^ 2 / 2) * Real.exp (-Z * r)) =
      fun r => 1 / (2 * Z ^ 2) * (r ^ 2 * Real.exp (-(2 * Z) * r))
        + 1 / (2 * Z) * (r ^ 3 * Real.exp (-(2 * Z) * r)) := by
    funext r
    simp only [flux, hydrogenicResponse, exp_double]
    generalize Real.exp (-Z * r) = E
    field_simp
    ring
  refine ⟨fun r _ => ?_, fun r _ => ?_, fun r hr => ?_, ?_, ?_, ?_⟩
  · refine ((((hasDerivAt_id' r).div_const (Z ^ 2)).fun_add
      ((hsq r).div_const (2 * Z))).fun_mul (hE r)).congr_deriv ?_
    generalize Real.exp (-Z * r) = E
    field_simp
    ring
  · refine ((((hsq r).div_const 2).const_sub (1 / Z ^ 2)).fun_mul (hE r)).congr_deriv ?_
    generalize Real.exp (-Z * r) = E
    field_simp
    ring
  · have hr0 : r ≠ 0 := hr.ne'
    simp only [hydrogenicResponse]
    generalize Real.exp (-Z * r) = E
    field_simp
    ring
  · have hi := ((integrable_moment 1 h2).const_mul (1 / Z ^ 2)).add
      ((integrable_moment 2 h2).const_mul (1 / (2 * Z)))
    refine hi.congr (Eventually.of_forall fun r => ?_)
    simp only [Pi.add_apply, hydrogenicResponse, exp_double]
    ring
  · rw [hflux]
    have hc : Continuous (fun r : ℝ => 1 / (2 * Z ^ 2) * (r ^ 2 * Real.exp (-(2 * Z) * r))
        + 1 / (2 * Z) * (r ^ 3 * Real.exp (-(2 * Z) * r))) := by fun_prop
    exact (hc.tendsto' 0 0 (by simp)).mono_left nhdsWithin_le_nhds
  · -- exponential decay beats every power
    have T : ∀ n : ℕ, Tendsto (fun r : ℝ => r ^ n * Real.exp (-(2 * Z) * r))
        atTop (𝓝 0) := by
      intro n
      have h := ((Real.tendsto_pow_mul_exp_neg_atTop_nhds_zero n).comp
        (tendsto_id.const_mul_atTop h2)).const_mul (1 / (2 * Z) ^ n)
      rw [mul_zero] at h
      refine h.congr fun r => ?_
      have hp : (2 * Z) ^ n ≠ 0 := pow_ne_zero n h2.ne'
      simp only [Function.comp_apply, id_eq, neg_mul]
      rw [mul_pow (2 * Z) r n, mul_assoc ((2 * Z) ^ n), ← mul_assoc,
        one_div_mul_cancel hp, one_mul]
    rw [hflux]
    simpa only [mul_zero, add_zero] using
      ((T 2).const_mul (1 / (2 * Z ^ 2))).add ((T 3).const_mul (1 / (2 * Z)))

/-- For hydrogen, `8/3` times the radial integral of `exp (-r)` with the response
`(r + r² / 2) exp (-r)` equals one, and the total first-order field at the nucleus is zero. -/
theorem hydrogen_field_cancels :
    8 / 3 * (∫ r in Ioi (0 : ℝ), Real.exp (-r) * ((r + r ^ 2 / 2) * Real.exp (-r))) = 1 ∧
      1 + electronField 1 (fun r => (r + r ^ 2 / 2) * Real.exp (-r)) = 0 := by
  have hw : hydrogenicResponse 1 = fun r => (r + r ^ 2 / 2) * Real.exp (-r) := by
    funext r
    simp [hydrogenicResponse]
  have hf := (total_field_eq_zero_iff one_pos (hydrogenicResponse_witness one_pos)).mpr rfl
  rw [hw] at hf
  refine ⟨?_, hf⟩
  rw [electronField_eq] at hf
  simp only [neg_mul, one_mul, one_pow, mul_one] at hf
  linarith

end

end NuclearFieldShielding
```

```lean
#print axioms NuclearFieldShielding.electronField_of_response
-- 'NuclearFieldShielding.electronField_of_response' depends on axioms: [propext, Classical.choice, Quot.sound]
#print axioms NuclearFieldShielding.hydrogen_field_cancels
-- 'NuclearFieldShielding.hydrogen_field_cancels' depends on axioms: [propext, Classical.choice, Quot.sound]
```

## How the file follows the derivation

`electronField_eq` evaluates the angular integral from its antiderivative and simplifies the prefactor. `integrable_moment` supplies the integrability of the exponential moments, and `third_moment` obtains $6/a^4$ from the Gamma function at 4.

`hasDerivAt_flux` is the central local identity. It applies the product rule to $J$, multiplies the response equation by $r^2$, and uses `linear_combination` to subtract the result with weight $e^{-Zr}$. `electronField_of_response` then integrates over the half-line. The formula for `flux` gives zero at $r=0$, so the assumed limit at the origin becomes the continuity needed there, and the assumed limit at infinity removes the other boundary term.

`total_field_eq_zero_iff` adds the applied unit field and solves for $Z$. `hydrogenicResponse_witness` checks the explicit function against every condition: two derivatives, the equation, integrability and the two flux limits. For the limits it first rewrites the flux as a combination of $r^2e^{-2Zr}$ and $r^3e^{-2Zr}$. Finally, `hydrogen_field_cancels` sets $Z=1$ and reads the integral identity off the vanishing total field.

## The response that is assumed and the physics left out

In `IsFieldResponse Z w w₁ w₂`, the functions `w₁` and `w₂` are the first and second derivatives of `w` at every $r>0$. The field `equation` is the radial equation above, with the applied field set to one. The other three conditions describe an acceptable physical response:

- `integrable` makes the overlap with the Coulomb field a genuine finite integral.
- `flux_origin` expresses regularity at the nucleus and excludes a $1/r^2$ singularity in the p wave.
- `flux_infinity` expresses decay and excludes an admixture of the exponentially growing homogeneous solution.

For any real $Z>0$ and any `w` meeting these conditions, `electronField_of_response` states that `electronField Z w` equals $-1/Z$. The charge need not be an integer. The explicit response shows that the conditions can be met for each such $Z$; the theorems make no statement about uniqueness.

`electronField` encodes the physical setup as a definition: the sign of the electron's charge, the normalization $Z^3/\pi$, the factor 2 from the first-order density, and the separation into angular and radial integrals. The reduction from the three-dimensional Schrödinger equation is part of the derivation above and enters the file through its definitions. Likewise, the file computes a field, while the step from field to force uses the Hellmann-Feynman theorem as physical input.

The result is a first-order coefficient for a single electron and a fixed point nucleus. It says nothing about higher orders in the field, ionization by a field of finite strength, electron-electron interaction, relativity or nuclear motion.

A three-dimensional model would make the first-order orbital a function on $\mathbb R^3$ in the domain of the Hamiltonian, and the field an integral over all space. The angular factor would then come from reducing that integral, and the boundary behaviour would have to be derived from the domain instead of being listed as hypotheses. The value $-1/Z$ would stay the same, but the theorem would start closer to the Schrödinger equation and need considerably more analysis.
